# Bloch vectors solve the generalized eigenproblem of N cyclically equivalent hole states

If a hole can sit on any of several equivalent atoms, a calculation that localizes it on one of them breaks the symmetry of the molecule, and its energy contains no coupling to the other sites. Diagonalizing the Hamiltonian matrix between the localized states restores the symmetry but still gives wrong energies in general, because these states overlap. For two normalized states with real coupling $h(1)$ and overlap $s(1)$, it gives $h(0)\pm h(1)$, where the energies are $(h(0)\pm h(1))/(1\pm s(1))$.

For $N$ sites on a ring, let $H_{ij}=h(i-j)$ be Hermitian and $S_{ij}=s(i-j)$ positive definite, with indices modulo $N$. The problem $Hc=ESc$ can then be solved in closed form. This gives the energies of a nonorthogonal configuration interaction restricted to one localized-hole state per site.

## Sites, phases and energies

The sites are the elements of `ZMod N` with $N\ge 1$, and all matrix elements may be complex.

```lean
import Mathlib

open Matrix
open scoped ComplexOrder

namespace DelocalizedHoleStates

noncomputable section

variable {N : ℕ} [NeZero N]
```

With $w=e^{2\pi i/N}$, the delocalized state $k$ has amplitude $w^{jk}$ on site $j$.

```lean
/-- The delocalized hole state of quasimomentum `k`: its amplitude on site `j` is the
phase `w ^ (j k)` with `w = exp (2 π i / N)`. -/
def bloch (k : ZMod N) : ZMod N → ℂ := fun j => ZMod.stdAddChar (j * k)
```

Here `ZMod.stdAddChar` is the map $x\mapsto w^x$, which is well defined modulo $N$. For a function $f$ of the site separation, define

$$\hat f(k)=\sum_m f(m)\,w^{-mk}.$$

```lean
/-- The lattice sum `∑ m, f m w ^ (-m k)` of a function of the site separation. -/
def latticeSum (f : ZMod N → ℂ) (k : ZMod N) : ℂ :=
  ∑ m, f m * ZMod.stdAddChar (-(m * k))
```

The energy of state $k$ is $E_k=\hat h(k)/\hat s(k)$.

```lean
/-- The energy of the hole state `k`: the lattice sum of the couplings over that of the overlaps. It
has this meaning where the latter is nonzero; elsewhere Lean's division returns 0. -/
def energy (h s : ZMod N → ℂ) (k : ZMod N) : ℂ := latticeSum h k / latticeSum s k
```

Choosing representatives $0\le j,k<N$ turns the amplitude into an ordinary power, $w^{jk}=(e^{2\pi i/N})^{jk}$.

```lean
/-- The amplitudes of a hole state are powers of the root of unity `exp (2 π i / N)`. -/
theorem bloch_eq_pow (k j : ZMod N) :
    bloch k j = Complex.exp (2 * Real.pi * Complex.I / N) ^ (j.val * k.val) := by
  have e : j * k = (((j.val * k.val : ℕ) : ℤ) : ZMod N) := by simp
  rw [bloch, e, ZMod.stdAddChar_coe, ← Complex.exp_nat_mul]
  congr 1
  push_cast
  ring
```

## Orthogonality and completeness

If $b\ne0$, then $w^b\ne1$, while $(w^b-1)\sum_{x=0}^{N-1}w^{xb}=w^{Nb}-1=0$, so the sum vanishes. If $b=0$, every term is 1 and the sum is $N$.

```lean
/-- The phases `w ^ (x b)` summed over the ring of sites cancel unless `b = 0`, when they
add up to `N`. -/
theorem phase_sum (b : ZMod N) :
    ∑ x : ZMod N, (ZMod.stdAddChar (x * b) : ℂ) = if b = 0 then (N : ℂ) else 0 := by
  simpa [ZMod.card] using AddChar.sum_mulShift b (ZMod.isPrimitive_stdAddChar N)
```

Mathlib supplies this as a property of primitive characters. Writing $b_k$ for the vector with entries $w^{jk}$, we get

$$b_k^\dagger b_l=\sum_j w^{-jk}w^{jl}=\sum_j w^{j(l-k)}=N\delta_{kl}.$$

```lean
/-- Hole states of different quasimomentum have orthogonal coefficient vectors, and each
coefficient vector has squared norm `N`. -/
theorem bloch_orthogonal (k l : ZMod N) :
    star (bloch k) ⬝ᵥ bloch l = if l = k then (N : ℂ) else 0 := by
  have e : ∀ j : ZMod N, star (ZMod.stdAddChar (j * k) : ℂ) * ZMod.stdAddChar (j * l)
      = ZMod.stdAddChar (j * (l - k)) := by
    intro j
    rw [← starRingEnd_apply, ← AddChar.map_neg_eq_conj (ZMod.stdAddChar (N := N)) (j * k),
      ← AddChar.map_add_eq_mul]
    congr 1
    ring
  simp only [dotProduct, Pi.star_apply, bloch, e, phase_sum, sub_eq_zero]
```

The local identity `e` combines the two phases, and `phase_sum` does the rest. These vectors are unnormalized: a state of unit norm in the overlap metric has coefficients $w^{jk}/\sqrt{N\hat s(k)}$, once $\hat s(k)$ is known to be positive.

Summing over $k$ instead of $j$ gives completeness:

$$\sum_k\hat c(k)\,w^{jk}=\sum_m c_m\sum_k w^{k(j-m)}=N c_j.$$

```lean
/-- Any coefficient vector is a superposition of the hole states, weighted by its lattice
sums divided by `N`. -/
theorem bloch_expansion (c : ZMod N → ℂ) :
    ∑ k, latticeSum c k • bloch k = (N : ℂ) • c := by
  ext j
  simp only [Finset.sum_apply, Pi.smul_apply, smul_eq_mul, latticeSum, bloch, Finset.sum_mul]
  rw [Finset.sum_comm]
  -- the sum over quasimomenta singles out the site j
  have e : ∀ m : ZMod N, ∑ k : ZMod N,
      c m * ZMod.stdAddChar (-(m * k)) * ZMod.stdAddChar (j * k)
        = c m * (if j - m = 0 then (N : ℂ) else 0) := by
    intro m
    rw [← phase_sum, Finset.mul_sum]
    refine Finset.sum_congr rfl fun k _ => ?_
    have e' : k * (j - m) = -(m * k) + j * k := by ring
    rw [e', AddChar.map_add_eq_mul, mul_assoc]
  rw [Finset.sum_congr rfl fun m _ => e m]
  simp [sub_eq_zero, mul_comm]
```

`Finset.sum_comm` exchanges the two sums, and `phase_sum` leaves only the term $m=j$.

## Matrices that depend only on separation

Mathlib's `circulant f` has entries $f(i-j)$. Substituting $m=i-j$,

$$\sum_j f(i-j)w^{jk}=\sum_m f(m)w^{(i-m)k}=\hat f(k)\,w^{ik}.$$

Each Bloch vector is therefore an eigenvector of both $H$ and $S$.

```lean
/-- A matrix that depends only on the site separation multiplies each hole state by its
lattice sum. -/
theorem circulant_mulVec_bloch (f : ZMod N → ℂ) (k : ZMod N) :
    circulant f *ᵥ bloch k = latticeSum f k • bloch k := by
  ext i
  simp only [Matrix.mulVec, dotProduct, circulant_apply, Pi.smul_apply, smul_eq_mul,
    latticeSum, Finset.sum_mul]
  refine Fintype.sum_equiv (Equiv.subLeft i) _ _ fun j => ?_
  have e : j * k = -((i - j) * k) + i * k := by ring
  simp only [Equiv.subLeft_apply, bloch]
  rw [mul_assoc, ← AddChar.map_add_eq_mul, ← e]
```

The substitution is `Equiv.subLeft i`. For an arbitrary vector $c$, the same idea gives a convolution rule:

$$\widehat{(Fc)}(k)=\sum_j c_j w^{-jk}\sum_i f(i-j)w^{-(i-j)k}=\hat f(k)\,\hat c(k),\qquad F_{ij}=f(i-j).$$

```lean
/-- The lattice sum turns the action of a matrix that depends only on the site separation
into a product. -/
theorem latticeSum_circulant_mulVec (f c : ZMod N → ℂ) (k : ZMod N) :
    latticeSum (circulant f *ᵥ c) k = latticeSum f k * latticeSum c k := by
  simp only [latticeSum, Matrix.mulVec, dotProduct, circulant_apply]
  rw [Finset.mul_sum]
  simp only [Finset.sum_mul]
  rw [Finset.sum_comm]
  refine Finset.sum_congr rfl fun j _ =>
    Fintype.sum_equiv (Equiv.subRight j) _ _ fun i => ?_
  have e : (ZMod.stdAddChar (-(i * k)) : ℂ)
      = ZMod.stdAddChar (-((i - j) * k)) * ZMod.stdAddChar (-(j * k)) := by
    rw [← AddChar.map_add_eq_mul]
    congr 1
    ring
  simp only [Equiv.subRight_apply]
  rw [e]
  ring
```

Here the sums are exchanged first, and `Equiv.subRight j` then shifts the inner one.

## Real energies with a positive denominator

The vector $b_k$ is nonzero, since its entry at site 0 is 1. Positive definiteness therefore gives

$$0<b_k^\dagger S b_k=\hat s(k)\,b_k^\dagger b_k=N\hat s(k),$$

so $\hat s(k)$ is real and positive.

```lean
/-- For a positive definite overlap matrix the lattice sums of the overlap are real and
positive. -/
theorem overlap_pos {s : ZMod N → ℂ} (hS : (circulant s).PosDef) (k : ZMod N) :
    0 < (latticeSum s k).re ∧ (latticeSum s k).im = 0 := by
  have hne : bloch k ≠ 0 := by
    intro h0
    have h1 := congrFun h0 0
    simp [bloch] at h1
  -- the expectation value of S in the hole state is N times the lattice sum
  have h := hS.dotProduct_mulVec_pos hne
  rw [circulant_mulVec_bloch, dotProduct_smul, bloch_orthogonal, if_pos rfl,
    smul_eq_mul] at h
  obtain ⟨hre, him⟩ := Complex.lt_def.1 h
  have hN : (0 : ℝ) < N := Nat.cast_pos.2 (NeZero.pos N)
  simp only [Complex.zero_re, Complex.mul_re, Complex.natCast_re, Complex.natCast_im,
    mul_zero, sub_zero] at hre
  simp only [Complex.zero_im, Complex.mul_im, Complex.natCast_re, Complex.natCast_im,
    mul_zero, zero_add] at him
  refine ⟨?_, (mul_eq_zero.1 him.symm).resolve_right hN.ne'⟩
  by_contra hneg
  nlinarith [not_lt.1 hneg]
```

In Lean the inequality is between complex numbers, where $0<z$ means that $z$ has positive real part and zero imaginary part. The proof separates the two parts and removes the factor $N$.

Hermiticity says $h(m)^*=h(-m)$. Hence

$$\hat h(k)^*=\sum_m h(-m)w^{mk}=\sum_m h(m)w^{-mk}=\hat h(k),$$

and the numerator is real too.

```lean
/-- For a Hermitian Hamiltonian matrix the lattice sums of the couplings are real. -/
theorem coupling_real {h : ZMod N → ℂ} (hH : (circulant h).IsHermitian) (k : ZMod N) :
    (latticeSum h k).im = 0 := by
  apply Complex.conj_eq_iff_im.1
  simp only [latticeSum, map_sum, map_mul]
  refine Fintype.sum_equiv (Equiv.neg _) _ _ fun m => ?_
  have e := hH.apply (-m) 0
  simp only [circulant_apply, sub_neg_eq_add, zero_add, sub_zero] at e
  simp only [Equiv.neg_apply]
  rw [← AddChar.map_neg_eq_conj (ZMod.stdAddChar (N := N)) (-(m * k)), starRingEnd_apply,
    e, neg_mul]
```

The relation between $h(m)$ and $h(-m)$ is read off from the matrix entry in row $-m$ and column 0, and `Equiv.neg` reverses the sum.

## The complete set of energies

Both matrices act on $b_k$ by multiplication, so

$$Hb_k=\hat h(k)b_k=\frac{\hat h(k)}{\hat s(k)}\,\hat s(k)b_k=E_kSb_k.$$

Conversely, let $Hc=\varepsilon Sc$ with $c\ne0$. Taking lattice sums of both sides gives

$$\bigl(\hat h(k)-\varepsilon\hat s(k)\bigr)\hat c(k)=0\quad\text{for every }k.$$

If $\varepsilon$ were none of the $E_k$, every $\hat c(k)$ would vanish, and completeness would give $Nc=0$, a contradiction.

```lean
/-- For a Hermitian Hamiltonian and a positive definite overlap that depend only on the site
separation, the hole states solve the generalized eigenproblem with the real energies
`energy h s k`, and every generalized eigenvalue is one of these energies. -/
theorem delocalized_hole_states {h s : ZMod N → ℂ} (hH : (circulant h).IsHermitian)
    (hS : (circulant s).PosDef) :
    (∀ k, circulant h *ᵥ bloch k = energy h s k • (circulant s *ᵥ bloch k) ∧
      (energy h s k).im = 0) ∧
    ∀ (ε : ℂ) (c : ZMod N → ℂ), c ≠ 0 →
      circulant h *ᵥ c = ε • (circulant s *ᵥ c) → ∃ k, ε = energy h s k := by
  have hs : ∀ k, latticeSum s k ≠ 0 := by
    intro k h0
    have hp := (overlap_pos hS k).1
    simp [h0] at hp
  refine ⟨fun k => ⟨?_, ?_⟩, fun ε c hc heq => ?_⟩
  · rw [circulant_mulVec_bloch, circulant_mulVec_bloch, smul_smul, energy,
      div_mul_cancel₀ _ (hs k)]
  · simp [energy, Complex.div_im, coupling_real hH k, (overlap_pos hS k).2]
  · by_contra hne
    -- if ε is none of the energies, every component of c vanishes
    have hz : ∀ k, latticeSum c k = 0 := by
      intro k
      by_contra hck
      have hsm : latticeSum (ε • (circulant s *ᵥ c)) k
          = ε * latticeSum (circulant s *ᵥ c) k := by
        simp only [latticeSum, Pi.smul_apply, smul_eq_mul, Finset.mul_sum, mul_assoc]
      have e := latticeSum_circulant_mulVec h c k
      rw [heq, hsm, latticeSum_circulant_mulVec] at e
      refine hne ⟨k, (eq_div_iff (hs k)).2 (mul_right_cancel₀ hck ?_)⟩
      linear_combination e
    have hx := bloch_expansion c
    simp only [hz, zero_smul, Finset.sum_const_zero] at hx
    exact hc ((smul_eq_zero.1 hx.symm).resolve_left (Nat.cast_ne_zero.2 (NeZero.ne N)))
```

The hypothesis `hH` states that the Hamiltonian matrix is Hermitian. The hypothesis `hS` states that the overlap matrix is positive definite, which for physical states means that the localized states are linearly independent. The circulant form stands for the cyclic symmetry that carries one localized state into the next, with their phases chosen consistently.

The first half of the conclusion says that every `bloch k` solves the eigenproblem with a real energy. The second half allows any complex `ε` and any nonzero `c`, and finds a `k` with `ε = energy h s k`. It identifies the eigenvalues, not the eigenvectors: when two energies coincide, superpositions of their Bloch vectors are solutions as well. The functions $h$ and $s$ are inputs, so the quality of the localized states, and any configurations left out of the expansion, remain questions for the underlying calculation.

In the proof, `hs` secures the nonzero denominator. The first two bullets treat the eigenvalue equation and the reality of the energy, and the third is the contradiction above, with `hz` recording that all $\hat c(k)$ vanish.

## Equal energies for opposite quasimomenta

If $h(-m)=h(m)$ and $s(-m)=s(m)$, as when a reflection of the ring maps the localized states into one another without a change of sign, replacing $m$ by $-m$ gives $\hat h(-k)=\hat h(k)$ and $\hat s(-k)=\hat s(k)$. Hence $E_{-k}=E_k$.

```lean
/-- If couplings and overlaps are even in the site separation, the hole states `k` and `-k` have the
same value of `energy h s`. -/
theorem energy_neg {h s : ZMod N → ℂ} (hh : ∀ m, h (-m) = h m) (hs : ∀ m, s (-m) = s m)
    (k : ZMod N) : energy h s (-k) = energy h s k := by
  have key : ∀ f : ZMod N → ℂ, (∀ m, f (-m) = f m) →
      latticeSum f (-k) = latticeSum f k := by
    intro f hf
    refine Fintype.sum_equiv (Equiv.neg _) _ _ fun m => ?_
    simp only [Equiv.neg_apply, hf, mul_neg, neg_mul]
  rw [energy, energy, key h hh, key s hs]

end

end DelocalizedHoleStates
```

The auxiliary statement `key` proves the equality for one even function and is applied to both. The two labels denote different states only when $k\ne-k$ modulo $N$; $k=0$ and, for even $N$, $k=N/2$ are their own partners.

```lean
#print axioms DelocalizedHoleStates.bloch_eq_pow
-- 'DelocalizedHoleStates.bloch_eq_pow' depends on axioms: [propext, Classical.choice, Quot.sound]
#print axioms DelocalizedHoleStates.delocalized_hole_states
-- 'DelocalizedHoleStates.delocalized_hole_states' depends on axioms: [propext, Classical.choice, Quot.sound]
#print axioms DelocalizedHoleStates.energy_neg
-- 'DelocalizedHoleStates.energy_neg' depends on axioms: [propext, Classical.choice, Quot.sound]
```
